# The imaginary part of the Lorentz polarisability with constant damping has a finite moment of order p exactly when −2 < p < 2

## Which moments of a damped oscillator's absorption are finite?

Let an oscillator have resonance frequency $w_0>0$, strength $f>0$ and constant damping $g>0$. With time dependence $e^{-iwt}$ its polarisability is $\alpha(w)=f/(w_0^2-w^2-igw)$, and by its absorption I mean the imaginary part,

$$A(w)=\frac{f\,g\,w}{D(w)},\qquad D(w)=(w_0^2-w^2)^2+g^2w^2 .$$

By the moment of order $p$ I mean $\int_0^\infty w^p A(w)\,dw$, with $p$ any real number. The absorption cross-section is proportional to $wA(w)$ rather than to $A(w)$, so its moment of order $p$ is, up to a constant factor, the moment of order $p+1$ here. The tail of $A$ falls off only as $w^{-3}$, so I expect the second moment and all higher ones to be infinite, however small $g$ is. At the other end, $A$ is linear in $w$, so sufficiently negative orders should fail too. I would like to see the exact range of finite moments, $-2<p<2$, proved rigorously and checked by machine. Can that be done without evaluating any of the integrals?

## Bounding the absorption by two power laws

Yes. It is enough to trap $A$ between multiples of a pure power at each end of the frequency axis. Measure frequencies in a fixed unit, so that $w=1$ can serve as the dividing point, and write

$$M=g^2+4w_0^2,\qquad K=w_0^4+1+g^2 .$$

**Lower bounds on the denominator.** Expanding $M D(w)$ and subtracting gives

$$M D(w)-g^2w_0^4=g^2w^4+2g^2w_0^2w^2+4w_0^2(w_0^2-w^2)^2+g^4w^2\ \ge 0,$$

$$M D(w)-g^2w^4=g^2w_0^4+2g^2w_0^2w^2+4w_0^2(w_0^2-w^2)^2+g^4w^2\ \ge 0 .$$

The first line also shows that $D(w)>0$ for every real $w$, since $g^2w_0^4>0$.

**Upper bounds on the denominator.** From $D(w)=w_0^4-2w_0^2w^2+w^4+g^2w^2$, drop the negative term. If $0<w\le1$, then $w^2$ and $w^4$ are at most $1$, so $D(w)\le K$. If $w\ge1$, then $1\le w^4$ and $w^2\le w^4$, so $D(w)\le K w^4$.

**Bounds on the absorption.** Putting these into $A=fgw/D$ gives

$$\frac{fg}{K}\,w\le A(w)\le\frac{fM}{g\,w_0^4}\,w\qquad(0<w\le1),$$

$$\frac{fg}{K}\le w^3A(w)\le\frac{fM}{g}\qquad(w\ge1).$$

**Integrability.** Multiply the first pair by $w^p$ and the second by $w^{p-3}$. On $(0,1)$ the integrand $w^pA$ then lies between positive multiples of $w^{p+1}$, and on $(1,\infty)$ between positive multiples of $w^{p-3}$. For an exponent $s\ne-1$,

$$\int_a^b w^s\,dw=\frac{b^{s+1}-a^{s+1}}{s+1},$$

and for $s=-1$ the integral is $\log(b/a)$. Letting $a\to0$ with $b=1$ gives a finite limit exactly when $s>-1$. Letting $b\to\infty$ with $a=1$ gives one exactly when $s<-1$. The conditions are therefore $p+1>-1$ and $p-3<-1$, that is, $-2<p<2$.

**The borderline second moment.** For $w\ge1$ we have $w^2A(w)=w^3A(w)\cdot w^{-1}$. Integrating the bounds on $w^3A$ against $1/w$ from $1$ to a cutoff $L\ge1$ gives

$$\frac{fg}{K}\log L\le\int_1^L w^2A(w)\,dw\le\frac{fM}{g}\log L .$$

The divergence is logarithmic. At the smallest cutoff, $L=1$, all three expressions are zero.

## How the Lean statements express this

`lorentzDenom w0 g w` is $D(w)$ and `absorption f w0 g w` is $A(w)$. The file takes this formula as its definition and does not derive it from an equation of motion. All parameters are real numbers, and the hypotheses `hf`, `hw0` and `hg` say that they are positive. The constant `g` stands for friction proportional to velocity, with the same coefficient at every frequency.

The main theorem, `moment_integrable_iff`, says that for every real `p` the function `w ^ p * absorption f w0 g w` is integrable on `Ioi 0`, the open half-line $(0,\infty)$, if and only if `-2 < p ∧ p < 2`. The integrand is measurable and non-negative there, so failure of integrability means precisely that the moment is infinite. The statement uses `IntegrableOn` because Lean's ordinary integral assigns the value zero to a function that is not integrable.

`nat_moment_integrable_iff` specialises this to orders $n=0,1,2,\dots$ and finds that only $n=0$ and $n=1$ are finite. `second_moment_log_growth` is the pair of logarithmic bounds above, with the same constants.

The order $p$ counts powers of $w$ multiplying $A$. For a spectrum of sharp lines with frequencies $w_j$ and oscillator strengths $f_j$, the oscillator-strength moment $\sum_j f_j w_j^k$ corresponds to $p=k+1$, so the total oscillator strength belongs to $p=1$, inside the finite range, while $k=1$ already belongs to the divergent $p=2$.

The theorems concern one oscillator with constant damping. They decide which moments are finite but do not compute the finite ones.

```lean
import Mathlib

open MeasureTheory Set

namespace LorentzAbsorptionMoments

noncomputable section

/-- The resonance denominator of an oscillator with frequency `w0` and constant damping `g`. -/
def lorentzDenom (w0 g w : ℝ) : ℝ := (w0 ^ 2 - w ^ 2) ^ 2 + g ^ 2 * w ^ 2

/-- The Lorentz absorption profile: the imaginary part of the polarisability of a damped
oscillator with oscillator strength `f`. -/
def absorption (f w0 g w : ℝ) : ℝ := f * g * w / lorentzDenom w0 g w

/-- The resonance denominator multiplied by `g ^ 2 + 4 * w0 ^ 2` is at least `g ^ 2 * w0 ^ 4` and at
least `g ^ 2 * w ^ 4`. -/
theorem lorentzDenom_lower (w0 g w : ℝ) :
    g ^ 2 * w0 ^ 4 ≤ (g ^ 2 + 4 * w0 ^ 2) * lorentzDenom w0 g w ∧
    g ^ 2 * w ^ 4 ≤ (g ^ 2 + 4 * w0 ^ 2) * lorentzDenom w0 g w := by
  unfold lorentzDenom
  -- in both cases the difference is a sum of non-negative terms
  constructor
  · have h : 0 ≤ g ^ 2 * w ^ 4 + 2 * g ^ 2 * w0 ^ 2 * w ^ 2
        + 4 * w0 ^ 2 * (w0 ^ 2 - w ^ 2) ^ 2 + g ^ 4 * w ^ 2 := by positivity
    nlinarith [h]
  · have h : 0 ≤ g ^ 2 * w0 ^ 4 + 2 * g ^ 2 * w0 ^ 2 * w ^ 2
        + 4 * w0 ^ 2 * (w0 ^ 2 - w ^ 2) ^ 2 + g ^ 4 * w ^ 2 := by positivity
    nlinarith [h]

/-- For positive `w0` and `g`, the resonance denominator is positive at every real `w`. -/
theorem lorentzDenom_pos {w0 g : ℝ} (hw0 : 0 < w0) (hg : 0 < g) (w : ℝ) :
    0 < lorentzDenom w0 g w := by
  have h1 : 0 < g ^ 2 * w0 ^ 4 := by positivity
  have h2 : 0 < g ^ 2 + 4 * w0 ^ 2 := by positivity
  exact (mul_pos_iff_of_pos_left h2).1 (lt_of_lt_of_le h1 (lorentzDenom_lower w0 g w).1)

/-- For frequencies in `(0, 1]` the absorption lies between two multiples of the frequency. -/
theorem absorption_low {f w0 g w : ℝ} (hf : 0 < f) (hw0 : 0 < w0) (hg : 0 < g)
    (hw : 0 < w) (hw1 : w ≤ 1) :
    f * g / (w0 ^ 4 + 1 + g ^ 2) * w ≤ absorption f w0 g w ∧
    absorption f w0 g w ≤ f * (g ^ 2 + 4 * w0 ^ 2) / (g * w0 ^ 4) * w := by
  have hD := lorentzDenom_pos hw0 hg w
  unfold absorption
  constructor
  · have h2 : w ^ 2 ≤ 1 := pow_le_one₀ hw.le hw1
    have h4 : w ^ 4 ≤ 1 := pow_le_one₀ hw.le hw1
    have hK : lorentzDenom w0 g w ≤ w0 ^ 4 + 1 + g ^ 2 := by
      unfold lorentzDenom
      have a : 0 ≤ g ^ 2 * (1 - w ^ 2) := mul_nonneg (by positivity) (by linarith)
      have b : 0 ≤ w0 ^ 2 * w ^ 2 := by positivity
      nlinarith [a, b, h4]
    rw [div_mul_eq_mul_div]
    exact div_le_div_of_nonneg_left (by positivity) hD hK
  · have h := mul_le_mul_of_nonneg_left (lorentzDenom_lower w0 g w).1 (mul_pos hf hw).le
    rw [div_mul_eq_mul_div, div_le_div_iff₀ hD (by positivity)]
    nlinarith [h]

/-- For frequencies `w ≥ 1` the absorption times `w ^ 3` lies between two constants. -/
theorem absorption_high {f w0 g w : ℝ} (hf : 0 < f) (hw0 : 0 < w0) (hg : 0 < g)
    (hw1 : 1 ≤ w) :
    f * g / (w0 ^ 4 + 1 + g ^ 2) ≤ w ^ 3 * absorption f w0 g w ∧
    w ^ 3 * absorption f w0 g w ≤ f * (g ^ 2 + 4 * w0 ^ 2) / g := by
  have hD := lorentzDenom_pos hw0 hg w
  unfold absorption
  rw [← mul_div_assoc]
  constructor
  · have h2 : 1 ≤ w ^ 2 := one_le_pow₀ hw1
    have h4 : 1 ≤ w ^ 4 := one_le_pow₀ hw1
    have hK : lorentzDenom w0 g w ≤ (w0 ^ 4 + 1 + g ^ 2) * w ^ 4 := by
      unfold lorentzDenom
      have a : 0 ≤ g ^ 2 * w ^ 2 * (w ^ 2 - 1) := mul_nonneg (by positivity) (by linarith)
      have b : 0 ≤ w0 ^ 4 * (w ^ 4 - 1) := mul_nonneg (by positivity) (by linarith)
      have c : 0 ≤ w0 ^ 2 * w ^ 2 := by positivity
      nlinarith [a, b, c]
    have h := mul_le_mul_of_nonneg_left hK (mul_pos hf hg).le
    rw [div_le_div_iff₀ (by positivity) hD]
    nlinarith [h]
  · have h := mul_le_mul_of_nonneg_left (lorentzDenom_lower w0 g w).2 hf.le
    rw [div_le_div_iff₀ hD hg]
    nlinarith [h]

/-- Two measurable profiles that are non-negative on a measurable frequency range, and each bounded
there by a multiple of the other, are integrable there together or not at all. -/
theorem integrableOn_iff_of_comparable {s : Set ℝ} (hs : MeasurableSet s) {u v : ℝ → ℝ}
    (hu : Measurable u) (hv : Measurable v) {c C : ℝ} (hc : 0 < c)
    (h : ∀ w ∈ s, 0 ≤ v w ∧ c * v w ≤ u w ∧ u w ≤ C * v w) :
    IntegrableOn u s ↔ IntegrableOn v s := by
  constructor
  · intro hi
    refine Integrable.mono' (Integrable.const_mul hi c⁻¹) hv.aestronglyMeasurable
      ((ae_restrict_iff' hs).2 (ae_of_all _ fun w hw => ?_))
    obtain ⟨h0, h1, -⟩ := h w hw
    rw [Real.norm_of_nonneg h0, inv_mul_eq_div, le_div_iff₀ hc]
    linarith
  · intro hi
    refine Integrable.mono' (Integrable.const_mul hi C) hu.aestronglyMeasurable
      ((ae_restrict_iff' hs).2 (ae_of_all _ fun w hw => ?_))
    obtain ⟨h0, h1, h2⟩ := h w hw
    rw [Real.norm_of_nonneg (le_trans (mul_nonneg hc.le h0) h1)]
    exact h2

/-- The moment of order `p` of the Lorentz absorption over all positive frequencies is finite
if and only if `-2 < p < 2`. -/
theorem moment_integrable_iff {f w0 g : ℝ} (hf : 0 < f) (hw0 : 0 < w0) (hg : 0 < g) (p : ℝ) :
    IntegrableOn (fun w : ℝ => w ^ p * absorption f w0 g w) (Ioi 0) ↔ -2 < p ∧ p < 2 := by
  have hm : Measurable (fun w : ℝ => w ^ p * absorption f w0 g w) := by
    unfold absorption lorentzDenom
    fun_prop
  have hc : 0 < f * g / (w0 ^ 4 + 1 + g ^ 2) := by positivity
  -- low frequencies: compare with `w ^ (p + 1)`
  have low : IntegrableOn (fun w : ℝ => w ^ p * absorption f w0 g w) (Ioo 0 1) ↔ -2 < p := by
    rw [integrableOn_iff_of_comparable (v := fun w : ℝ => w ^ (p + 1))
      (C := f * (g ^ 2 + 4 * w0 ^ 2) / (g * w0 ^ 4)) measurableSet_Ioo hm (by fun_prop) hc ?_,
      intervalIntegral.integrableOn_Ioo_rpow_iff one_pos]
    · constructor <;> intro h <;> linarith
    · intro w hw
      have hp : 0 ≤ w ^ p := Real.rpow_nonneg hw.1.le p
      obtain ⟨h1, h2⟩ := absorption_low hf hw0 hg hw.1 hw.2.le
      have h3 := mul_le_mul_of_nonneg_left h1 hp
      have h4 := mul_le_mul_of_nonneg_left h2 hp
      simp only [Real.rpow_add_one hw.1.ne' p]
      exact ⟨mul_nonneg hp hw.1.le, by linarith, by linarith⟩
  -- high frequencies: compare with `w ^ (p - 3)`
  have high : IntegrableOn (fun w : ℝ => w ^ p * absorption f w0 g w) (Ioi 1) ↔ p < 2 := by
    rw [integrableOn_iff_of_comparable (v := fun w : ℝ => w ^ (p - 3))
      (C := f * (g ^ 2 + 4 * w0 ^ 2) / g) measurableSet_Ioi hm (by fun_prop) hc ?_,
      integrableOn_Ioi_rpow_iff one_pos]
    · constructor <;> intro h <;> linarith
    · intro w hw
      have hw1 : 1 < w := hw
      have hwp : 0 < w := by linarith
      have hq : 0 ≤ w ^ (p - 3) := Real.rpow_nonneg hwp.le _
      have e : w ^ p = w ^ (p - 3) * w ^ 3 := by
        rw [← Real.rpow_natCast w 3, ← Real.rpow_add hwp]
        congr 1
        push_cast
        ring
      obtain ⟨h1, h2⟩ := absorption_high hf hw0 hg hw1.le
      have h3 := mul_le_mul_of_nonneg_left h1 hq
      have h4 := mul_le_mul_of_nonneg_left h2 hq
      simp only [e, mul_assoc]
      exact ⟨hq, by linarith, by linarith⟩
  rw [← Ioc_union_Ioi_eq_Ioi (zero_le_one' ℝ), integrableOn_union,
    integrableOn_Ioc_iff_integrableOn_Ioo, low, high]

/-- Among the moments of natural-number order, exactly those of order zero and one are finite. -/
theorem nat_moment_integrable_iff {f w0 g : ℝ} (hf : 0 < f) (hw0 : 0 < w0) (hg : 0 < g)
    (n : ℕ) :
    IntegrableOn (fun w : ℝ => w ^ n * absorption f w0 g w) (Ioi 0) ↔ n ≤ 1 := by
  have h := moment_integrable_iff hf hw0 hg (n : ℝ)
  simp only [Real.rpow_natCast] at h
  rw [h]
  constructor
  · rintro ⟨-, h2⟩
    have h3 : n < 2 := by exact_mod_cast h2
    omega
  · intro hn
    have h1 : (n : ℝ) ≤ 1 := by exact_mod_cast hn
    have h0 : (0 : ℝ) ≤ n := Nat.cast_nonneg n
    exact ⟨by linarith, by linarith⟩

/-- The second moment taken from frequency `1` up to a cutoff `L` lies between two positive
multiples of `log L`. -/
theorem second_moment_log_growth {f w0 g L : ℝ} (hf : 0 < f) (hw0 : 0 < w0) (hg : 0 < g)
    (hL : 1 ≤ L) :
    f * g / (w0 ^ 4 + 1 + g ^ 2) * Real.log L ≤ ∫ w in (1 : ℝ)..L, w ^ 2 * absorption f w0 g w ∧
    ∫ w in (1 : ℝ)..L, w ^ 2 * absorption f w0 g w
      ≤ f * (g ^ 2 + 4 * w0 ^ 2) / g * Real.log L := by
  have hA : Continuous (fun w : ℝ => w ^ 2 * (f * g * w / lorentzDenom w0 g w)) :=
    (continuous_pow 2).mul (Continuous.div (by fun_prop) (by unfold lorentzDenom; fun_prop)
      (fun w => (lorentzDenom_pos hw0 hg w).ne'))
  have hi : IntervalIntegrable (fun w : ℝ => w ^ 2 * absorption f w0 g w) volume 1 L :=
    hA.intervalIntegrable 1 L
  have hinv (c : ℝ) : IntervalIntegrable (fun w : ℝ => c * w⁻¹) volume 1 L := by
    apply ContinuousOn.intervalIntegrable_of_Icc hL
    intro w hw
    have hne : w ≠ 0 := by linarith [hw.1]
    exact (continuousAt_const.mul (continuousAt_inv₀ hne)).continuousWithinAt
  have hlog (c : ℝ) : ∫ w in (1 : ℝ)..L, c * w⁻¹ = c * Real.log L := by
    rw [intervalIntegral.integral_const_mul, integral_inv_of_pos one_pos (by linarith), div_one]
  -- the integrand is `w ^ 3` times the absorption, divided by `w`
  have e (w : ℝ) (hw : 1 ≤ w) :
      w ^ 2 * absorption f w0 g w = w ^ 3 * absorption f w0 g w * w⁻¹ := by
    have hne : w ≠ 0 := by linarith
    field_simp
  rw [← hlog, ← hlog]
  constructor
  · refine intervalIntegral.integral_mono_on hL (hinv _) hi fun w hw => ?_
    have hwi : 0 ≤ w⁻¹ := inv_nonneg.2 (by linarith [hw.1])
    rw [e w hw.1]
    exact mul_le_mul_of_nonneg_right (absorption_high hf hw0 hg hw.1).1 hwi
  · refine intervalIntegral.integral_mono_on hL hi (hinv _) fun w hw => ?_
    have hwi : 0 ≤ w⁻¹ := inv_nonneg.2 (by linarith [hw.1])
    rw [e w hw.1]
    exact mul_le_mul_of_nonneg_right (absorption_high hf hw0 hg hw.1).2 hwi

end

end LorentzAbsorptionMoments
```

```lean
#print axioms LorentzAbsorptionMoments.nat_moment_integrable_iff
-- 'LorentzAbsorptionMoments.nat_moment_integrable_iff' depends on axioms: [propext, Classical.choice, Quot.sound]
#print axioms LorentzAbsorptionMoments.second_moment_log_growth
-- 'LorentzAbsorptionMoments.second_moment_log_growth' depends on axioms: [propext, Classical.choice, Quot.sound]
```

## How the proof follows the estimates

`lorentzDenom_lower` contains the two lower bounds on $D$. In each half, `positivity` establishes that the displayed sum of non-negative terms is non-negative, and `nlinarith` matches it with the difference of the two sides. `lorentzDenom_pos` then reads off $D>0$ from the first bound.

`absorption_low` and `absorption_high` are the two pairs of bounds on $A$. In both, the intermediate fact `hK` is the upper bound on $D$, which yields the lower bound on the absorption. The upper bounds on the absorption come from `lorentzDenom_lower` after the fractions have been cleared with `div_le_div_iff₀`.

`integrableOn_iff_of_comparable` is the comparison test in both directions. If $v\ge0$ and $c\,v\le u\le C\,v$ on a measurable set, with $c>0$, then $u$ is dominated by $C\,v$ and $v$ is dominated by $c^{-1}u$. Each direction applies `Integrable.mono'`, which says that a measurable function dominated by an integrable one is itself integrable.

The main theorem applies this test twice. The step `low` compares the integrand with `w ^ (p + 1)` on $(0,1)$, and `high` compares it with `w ^ (p - 3)` on $(1,\infty)$. Mathlib supplies the criteria for pure powers, and `linarith` turns them into $-2<p$ and $p<2$. The last rewrite splits $(0,\infty)$ into $(0,1]$ and $(1,\infty)$. The endpoint $w=1$ has measure zero, so $(0,1]$ may be replaced by $(0,1)$.

For natural-number orders, `Real.rpow_natCast` identifies the real power with the ordinary one, and what remains is that $n<2$ means $n\le1$. For the logarithmic bounds, `hi` obtains integrability on $[1,L]$ from continuity, `e` is the identity $w^2A=w^3A\cdot w^{-1}$, `hlog` evaluates the integral of $c/w$, and `intervalIntegral.integral_mono_on` integrates the pointwise inequalities.

## Extended values and the undamped limit

The moment could also have been modelled with Mathlib's integral for functions valued in $[0,\infty]$. The theorem would then say that the moment is less than $\infty$ exactly for $-2<p<2$, and a divergent moment would be an actual value, $\infty$. The mathematical content would be the same, since the integrand is non-negative and measurable; the present form stays with real-valued functions.

The limit $g\to0$ shows how much the damping matters. The absorption then approaches a sharp line, $\frac{\pi f}{2w_0}\,\delta(w-w_0)$, whose moment $\frac{\pi f}{2}w_0^{p-1}$ is finite for every $p$. Yet at each fixed $g>0$, however small, the moments with $p\ge2$ or $p\le-2$ are infinite. Taking the limit and taking such a moment therefore do not commute.

This bears on computed electronic spectra: if a single line is broadened with this constant-damping profile, the second and higher moments of $A$, integrated up to a finite cutoff frequency, grow without bound as the cutoff is raised. If the spectrum is given as a cross-section, proportional to $wA(w)$, this happens from the first moment on.
